# The Pauli one-norm of an $n$-qubit matrix is at least its operator norm and at most $2^n$ times it, and the upper bound is attained

## The normalisation of a block encoding

One way to simulate a molecule with a linear combination of unitaries is to write the qubit Hamiltonian as a sum of Pauli strings, add up the absolute values of the coefficients, and divide the Hamiltonian by the sum $\lambda$. The quotient is then embedded as a block of a larger unitary. For a fixed evolution time, the number of uses of that block grows with $\lambda$, so $\lambda$ enters the cost estimate directly.

A block of a unitary has operator norm at most 1, so no normalisation below $\|A\|$ is possible for a Hamiltonian $A$. The question is how far above $\|A\|$ the Pauli sum can lie. For a matrix on $n$ qubits the factor is at most $2^n$. Some matrices reach it, but for $n\ge1$ no nonzero Hamiltonian does.

## Two estimates and a matrix that reaches the upper one

Let $\sigma_0,\sigma_1,\sigma_2,\sigma_3$ be $I,X,Y,Z$. A string $s$ assigns a letter $s_k\in\{0,1,2,3\}$ to each qubit $k=0,\dots,n-1$, and $P_s$ is the tensor product of the matrices $\sigma_{s_k}$. If $A=\sum_s c_sP_s$ with complex $c_s$, then
$$\|A\|\le\sum_s|c_s|\le 2^n\|A\|.$$
The $n$-fold tensor power of $B=(I+iX+iY+iZ)/2$ has norm 1, and the moduli of its Pauli coefficients sum to $2^n$.

In Lean, a basis state is a bit string of type `Fin n → Fin 2`, a Pauli string is a function `s : Fin n → Fin 4`, and `pauli s` is $P_s$. The function `tensor` forms a tensor product by multiplying the entries of its factors. The name `sigma` includes the identity as `sigma 0`, whereas textbooks often keep $\sigma$ for the other three matrices. The matrix $B$ is `balanced`, and its four coefficients are `weight`.

The theorem `norm_le_oneNorm_le` takes any complex matrix `A`, any coefficients `c`, and the hypothesis `h` that `A` is the sum of the terms `c s • pauli s`. The norm `‖A‖` is the L2 operator norm, that is, the largest singular value; for a Hermitian matrix this is the largest absolute eigenvalue. The one-norm here is the sum of the moduli of the Pauli coefficients, not the induced matrix 1-norm or the trace norm.

`A` need not be Hermitian. For $n\ge1$ the tensor power of $B$ is unitary but not Hermitian, and no nonzero Hermitian matrix reaches the upper bound; the short argument follows the proof of the upper estimate and is not part of the Lean file. For $n=0$ there is one empty string, and all three quantities in the estimate are equal.

The step from the molecule to `A`, through a finite orbital basis and a fermion-to-qubit mapping, is taken before the theorem applies. For molecules the factor $2^n$ is far too pessimistic. If only $L$ coefficients are nonzero, the Cauchy–Schwarz step below gives $\sqrt L$ in its place. Under the Jordan–Wigner mapping, a molecular Hamiltonian on $n$ spin orbitals has $O(n^4)$ strings, so the factor is $O(n^2)$. This refinement is not part of the Lean file.

## Unitary strings give the lower estimate

A sum over strings of a product over sites factorises:
$$\sum_s\prod_k f_k(s_k)=\prod_k\sum_a f_k(a).$$
Apply this to the intermediate bit string $z$ in a matrix product. For one-qubit matrices $M_k$ and $N_k$ and bit strings $x,y$,
$$\Big[\big(\textstyle\bigotimes_k M_k\big)^\dagger\bigotimes_k N_k\Big]_{xy}=\sum_z\prod_k\overline{(M_k)_{z_kx_k}}\,(N_k)_{z_ky_k}=\prod_k(M_k^\dagger N_k)_{x_ky_k}.$$
Each $\sigma_a$ is unitary, so $P_s^\dagger P_s=I$ and $\|P_s\|=1$. The triangle inequality gives $\|A\|\le\sum_s|c_s|\,\|P_s\|=\sum_s|c_s|$.

## Every matrix has a Pauli expansion

For one qubit,
$$\sum_a(\sigma_a)_{u_kv_k}(\sigma_a)_{x_ky_k}=2\,\delta_{u_ky_k}\delta_{v_kx_k}.$$
If both entries are diagonal, $I$ and $Z$ contribute $1\pm1$, which is 2 when the two positions agree and 0 otherwise. If both are off-diagonal, $X$ and $Y$ contribute $1\pm1$, which is 2 when the positions are transposes of each other and 0 otherwise. In the mixed case every term vanishes.

Multiplying over the sites gives $\sum_s(P_s)_{uv}(P_s)_{xy}=2^n\delta_{uy}\delta_{vx}$. Now multiply by $A_{vu}/2^n$ and sum over $u$ and $v$:
$$\sum_s\frac{\operatorname{tr}(P_sA)}{2^n}(P_s)_{xy}=A_{xy}.$$

## Orthogonality and Cauchy–Schwarz give the upper estimate

The one-qubit traces are $\operatorname{tr}(\sigma_a^\dagger\sigma_b)=2\delta_{ab}$, so factorisation gives $\operatorname{tr}(P_s^\dagger P_t)=2^n\delta_{st}$. Computing $\operatorname{tr}(A^\dagger A)$ from the entries and from the expansion yields
$$\sum_{x,y}|A_{xy}|^2=\sum_{s,t}\overline{c_s}\,c_t\operatorname{tr}(P_s^\dagger P_t)=2^n\sum_s|c_s|^2.$$
Column $y$ of $A$ is the image of a unit basis vector, so $\sum_x|A_{xy}|^2\le\|A\|^2$. Summing over the $2^n$ columns and dividing by $2^n$ gives $\sum_s|c_s|^2\le\|A\|^2$. There are $4^n$ strings, so by Cauchy–Schwarz
$$\Big(\sum_s|c_s|\Big)^2\le4^n\sum_s|c_s|^2\le(2^n\|A\|)^2.$$
Both sides are squares of nonnegative numbers, and taking roots gives the upper estimate.

Suppose that a nonzero Hermitian $A$ reached the bound for some $n\ge1$. Equality in Cauchy–Schwarz makes all $|c_s|$ equal to $\|A\|/2^n$. The coefficient of the identity string is $\operatorname{tr}(A)/2^n$, so $|\operatorname{tr}A|=\|A\|$. Equality in the other step makes the squares of the $2^n$ eigenvalues sum to $2^n\|A\|^2$, so each eigenvalue is $\pm\|A\|$. An even number of such terms adds up to an even multiple of $\|A\|$, which contradicts $|\operatorname{tr}A|=\|A\|$.

## The tensor power with one-norm $2^n$

Since $X,Y,Z$ anticommute pairwise and square to $I$, we have $(X+Y+Z)^2=3I$. Hence
$$B^\dagger B=\tfrac14\big(I-i(X+Y+Z)\big)\big(I+i(X+Y+Z)\big)=\tfrac14(I+3I)=I.$$
The tensor power of $B$ is therefore unitary and has norm 1. Write $w_0=1/2$ and $w_1=w_2=w_3=i/2$. Multiplying out the power gives the coefficient $\prod_kw_{s_k}$ for $P_s$. The four moduli $|w_a|$ sum to 2, so factorisation gives the one-norm $2^n$.

## Coefficients that do not belong to the matrix

Without `h`, both estimates fail already for one qubit. With $A=I$ and all coefficients zero, the lower one would read $1\le0$. With $A=0$, $c_X=1$ and the other coefficients zero, the upper one would read $1\le0$.

A related failure occurs when like terms have not been collected. The list $X-X$ represents the zero matrix, but its moduli add up to 2. The type of `c` prevents this by allowing one coefficient per string.

## The Lean file

```lean
import Mathlib

open Matrix Complex
open scoped Matrix.Norms.L2Operator

namespace PauliOneNorm

noncomputable section

variable {n : ℕ}

/-- The one-qubit matrices I, X, Y, Z, numbered 0, 1, 2, 3. -/
def sigma : Fin 4 → Matrix (Fin 2) (Fin 2) ℂ :=
  ![!![1, 0; 0, 1], !![0, 1; 1, 0], !![0, -I; I, 0], !![1, 0; 0, -1]]

/-- The tensor product of n one-qubit matrices, acting on the space spanned by bit strings. -/
def tensor (M : Fin n → Matrix (Fin 2) (Fin 2) ℂ) :
    Matrix (Fin n → Fin 2) (Fin n → Fin 2) ℂ :=
  Matrix.of fun x y => ∏ k, M k (x k) (y k)

/-- The Pauli string with letter `s k` on qubit `k`. -/
def pauli (s : Fin n → Fin 4) : Matrix (Fin n → Fin 2) (Fin n → Fin 2) ℂ :=
  tensor fun k => sigma (s k)

/-- The one-qubit matrix (I + iX + iY + iZ)/2. -/
def balanced : Matrix (Fin 2) (Fin 2) ℂ :=
  (1 / 2 : ℂ) • (sigma 0 + I • sigma 1 + I • sigma 2 + I • sigma 3)

/-- The Pauli coefficients 1/2, i/2, i/2, i/2. -/
def weight : Fin 4 → ℂ := ![1 / 2, I / 2, I / 2, I / 2]

/-- A sum over strings of a product over sites is the product of the one-site sums. -/
theorem sum_prod {R κ : Type*} [CommSemiring R] [Fintype κ] (f : Fin n → κ → R) :
    ∑ s : Fin n → κ, ∏ k, f k (s k) = ∏ k, ∑ a, f k a := by
  classical
  rw [Finset.prod_univ_sum, Fintype.piFinset_univ]

/-- The product over n sites of c times a Kronecker delta is c^n times the Kronecker delta of the
two strings. -/
theorem prod_delta {κ : Type*} [DecidableEq κ] (s t : Fin n → κ) (c : ℂ) :
    ∏ k, (if s k = t k then c else 0) = if s = t then c ^ n else 0 := by
  by_cases h : s = t
  · subst h
    simp
  · obtain ⟨k, hk⟩ := Function.ne_iff.mp h
    rw [if_neg h]
    exact Finset.prod_eq_zero (Finset.mem_univ k) (if_neg hk)

/-- The product of the adjoint of one tensor product with another is taken qubit by qubit. -/
theorem tensor_adjoint_mul (M N : Fin n → Matrix (Fin 2) (Fin 2) ℂ) :
    (tensor M)ᴴ * tensor N = tensor fun k => (M k)ᴴ * N k := by
  ext x y
  simp only [tensor, Matrix.mul_apply, Matrix.conjTranspose_apply, Matrix.of_apply, star_prod,
    ← Finset.prod_mul_distrib]
  exact sum_prod fun k j => star (M k j (x k)) * N k j (y k)

/-- A tensor product of one-qubit unitaries has operator norm 1. -/
theorem norm_tensor (M : Fin n → Matrix (Fin 2) (Fin 2) ℂ) (h : ∀ k, (M k)ᴴ * M k = 1) :
    ‖tensor M‖ = 1 := by
  have hU : (tensor M)ᴴ * tensor M = 1 := by
    rw [tensor_adjoint_mul]
    ext x y
    simp only [h, tensor, Matrix.of_apply, Matrix.one_apply, prod_delta, one_pow]
  exact CStarRing.norm_of_mem_unitary (Matrix.mem_unitaryGroup_iff'.mpr hU)

/-- Pauli strings are orthogonal in the trace inner product, each with squared length 2^n. -/
theorem pauli_orthogonal (s t : Fin n → Fin 4) :
    Matrix.trace ((pauli s)ᴴ * pauli t) = if s = t then 2 ^ n else 0 := by
  have one_site : ∀ a b : Fin 4,
      ∑ j, ((sigma a)ᴴ * sigma b) j j = if a = b then 2 else 0 := by
    intro a b
    fin_cases a <;> fin_cases b <;>
      norm_num [sigma, Matrix.mul_apply, Fin.sum_univ_two, Matrix.conjTranspose_apply]
  rw [pauli, pauli, tensor_adjoint_mul]
  simp only [Matrix.trace, Matrix.diag_apply, tensor, Matrix.of_apply]
  rw [sum_prod fun k j => ((sigma (s k))ᴴ * sigma (t k)) j j]
  simp only [one_site, prod_delta]

/-- Every n-qubit matrix A is a sum of Pauli strings P with coefficients tr(P A)/2^n. -/
theorem pauli_expansion (A : Matrix (Fin n → Fin 2) (Fin n → Fin 2) ℂ) :
    A = ∑ s, (Matrix.trace (pauli s * A) / 2 ^ n) • pauli s := by
  have one_site : ∀ i j k l : Fin 2, ∑ a, sigma a i j * sigma a k l =
      (if i = l then 2 else 0) * (if j = k then 1 else 0) := by
    intro i j k l
    have s0 : sigma 0 = !![1, 0; 0, 1] := rfl
    have s1 : sigma 1 = !![0, 1; 1, 0] := rfl
    have s2 : sigma 2 = !![0, -I; I, 0] := rfl
    have s3 : sigma 3 = !![1, 0; 0, -1] := rfl
    rw [Fin.sum_univ_four, s0, s1, s2, s3]
    fin_cases i <;> fin_cases j <;> fin_cases k <;> fin_cases l <;> norm_num
  ext x y
  -- completeness relation for strings, from the one-qubit relation
  have key : ∀ u v : Fin n → Fin 2, ∑ s, pauli s u v * pauli s x y =
      (if u = y then 2 ^ n else 0) * (if v = x then 1 else 0) := by
    intro u v
    simp only [pauli, tensor, Matrix.of_apply, ← Finset.prod_mul_distrib]
    rw [sum_prod fun k a => sigma a (u k) (v k) * sigma a (x k) (y k)]
    simp only [one_site, Finset.prod_mul_distrib, prod_delta, one_pow]
  rw [Matrix.sum_apply]
  simp only [Matrix.smul_apply, smul_eq_mul, Matrix.trace, Matrix.diag_apply, Matrix.mul_apply]
  symm
  calc ∑ s, (∑ u, ∑ v, pauli s u v * A v u) / 2 ^ n * pauli s x y
      = ∑ u, ∑ v, (∑ s, pauli s u v * pauli s x y) * (A v u / 2 ^ n) := by
        simp only [Finset.sum_div, Finset.sum_mul]
        rw [Finset.sum_comm]
        refine Finset.sum_congr rfl fun u _ => ?_
        rw [Finset.sum_comm]
        refine Finset.sum_congr rfl fun v _ => Finset.sum_congr rfl fun s _ => ?_
        ring
    _ = A x y := by
        simp only [key, mul_ite, ite_mul, mul_one, mul_zero, zero_mul, Finset.sum_ite_eq',
          Finset.mem_univ, if_true]
        field_simp

/-- Parseval's identity: the squared moduli of the entries of A sum to 2^n times the sum of the
squared moduli of its Pauli coefficients. -/
theorem parseval (A : Matrix (Fin n → Fin 2) (Fin n → Fin 2) ℂ) (c : (Fin n → Fin 4) → ℂ)
    (h : A = ∑ s, c s • pauli s) :
    ∑ y, ∑ x, ‖A x y‖ ^ 2 = 2 ^ n * ∑ s, ‖c s‖ ^ 2 := by
  -- both sides are the trace of A†A
  have h1 : Matrix.trace (Aᴴ * A) = ((∑ y, ∑ x, ‖A x y‖ ^ 2 : ℝ) : ℂ) := by
    push_cast
    simp only [Matrix.trace, Matrix.diag_apply, Matrix.mul_apply, Matrix.conjTranspose_apply]
    exact Finset.sum_congr rfl fun y _ => Finset.sum_congr rfl fun x _ => Complex.conj_mul' _
  have h2 : Matrix.trace (Aᴴ * A) = ((2 ^ n * ∑ s, ‖c s‖ ^ 2 : ℝ) : ℂ) := by
    push_cast
    rw [h, Matrix.conjTranspose_sum, Finset.sum_mul, Matrix.trace_sum, Finset.mul_sum]
    refine Finset.sum_congr rfl fun s _ => ?_
    rw [Finset.mul_sum, Matrix.trace_sum]
    simp only [Matrix.conjTranspose_smul, Matrix.smul_mul, Matrix.mul_smul, Matrix.trace_smul,
      pauli_orthogonal, smul_eq_mul, mul_ite, mul_zero, Finset.sum_ite_eq, Finset.mem_univ,
      if_true]
    rw [← Complex.conj_mul' (c s), starRingEnd_apply]
    ring
  exact_mod_cast h1.symm.trans h2

/-- The Pauli one-norm of an n-qubit matrix is at least its operator norm and at most 2^n times
its operator norm. -/
theorem norm_le_oneNorm_le (A : Matrix (Fin n → Fin 2) (Fin n → Fin 2) ℂ)
    (c : (Fin n → Fin 4) → ℂ) (h : A = ∑ s, c s • pauli s) :
    ‖A‖ ≤ ∑ s, ‖c s‖ ∧ ∑ s, ‖c s‖ ≤ 2 ^ n * ‖A‖ := by
  constructor
  · -- triangle inequality, each Pauli string being unitary
    have hu : ∀ a, (sigma a)ᴴ * sigma a = 1 := by
      intro a
      ext i j
      fin_cases a <;> fin_cases i <;> fin_cases j <;>
        simp [sigma, Matrix.mul_apply, Fin.sum_univ_two]
    rw [h]
    refine (norm_sum_le _ _).trans (le_of_eq (Finset.sum_congr rfl fun s _ => ?_))
    rw [norm_smul, pauli, norm_tensor _ fun k => hu (s k), mul_one]
  · -- each column of A is no longer than the operator norm
    have col : ∀ y, ∑ x, ‖A x y‖ ^ 2 ≤ ‖A‖ ^ 2 := by
      intro y
      have h1 := Matrix.l2_opNorm_mulVec A (EuclideanSpace.single y (1 : ℂ))
      rw [PiLp.norm_single, norm_one, mul_one] at h1
      have h2 := pow_le_pow_left₀ (norm_nonneg _) h1 2
      rw [EuclideanSpace.norm_sq_eq] at h2
      have e : ∀ x, (A *ᵥ (EuclideanSpace.single y (1 : ℂ)).ofLp) x = A x y := by
        intro x
        simp [Matrix.mulVec, dotProduct]
      calc ∑ x, ‖A x y‖ ^ 2
          = ∑ x, ‖(A *ᵥ (EuclideanSpace.single y (1 : ℂ)).ofLp) x‖ ^ 2 := by simp only [e]
        _ ≤ ‖A‖ ^ 2 := h2
    have hF : (2 : ℝ) ^ n * ∑ s, ‖c s‖ ^ 2 ≤ 2 ^ n * ‖A‖ ^ 2 := by
      rw [← parseval A c h]
      refine (Finset.sum_le_sum fun y _ => col y).trans (le_of_eq ?_)
      simp
    have hc : ∑ s, ‖c s‖ ^ 2 ≤ ‖A‖ ^ 2 := le_of_mul_le_mul_left hF (by positivity)
    -- Cauchy-Schwarz over the 4^n strings
    have hcs : (∑ s, ‖c s‖) ^ 2 ≤ (4 : ℝ) ^ n * ∑ s, ‖c s‖ ^ 2 := by
      have := sq_sum_le_card_mul_sum_sq (s := Finset.univ) (f := fun s => ‖c s‖)
      simpa using this
    refine (sq_le_sq₀ (by positivity) (by positivity)).mp ?_
    calc (∑ s, ‖c s‖) ^ 2 ≤ (4 : ℝ) ^ n * ∑ s, ‖c s‖ ^ 2 := hcs
      _ ≤ 4 ^ n * ‖A‖ ^ 2 := by gcongr
      _ = (2 ^ n * ‖A‖) ^ 2 := by
        rw [mul_pow, ← pow_mul, mul_comm n 2, pow_mul]
        norm_num

/-- The n-fold tensor power of (I + iX + iY + iZ)/2 has products of the weights 1/2, i/2, i/2, i/2
as Pauli coefficients, operator norm 1 and Pauli one-norm 2^n. -/
theorem balanced_attains (n : ℕ) :
    tensor (fun _ : Fin n => balanced) = ∑ s, (∏ k, weight (s k)) • pauli s ∧
    ‖tensor (fun _ : Fin n => balanced)‖ = 1 ∧
    ∑ s : Fin n → Fin 4, ‖∏ k, weight (s k)‖ = 2 ^ n := by
  have w0 : weight 0 = 1 / 2 := rfl
  have w1 : weight 1 = I / 2 := rfl
  have w2 : weight 2 = I / 2 := rfl
  have w3 : weight 3 = I / 2 := rfl
  refine ⟨?_, norm_tensor _ fun _ => ?_, ?_⟩
  · -- multiply out the tensor power
    ext x y
    rw [Matrix.sum_apply]
    simp only [Matrix.smul_apply, smul_eq_mul, pauli, tensor, Matrix.of_apply,
      ← Finset.prod_mul_distrib]
    rw [sum_prod fun k a => weight a * sigma a (x k) (y k)]
    refine Finset.prod_congr rfl fun k _ => ?_
    simp only [balanced, Fin.sum_univ_four, w0, w1, w2, w3, Matrix.smul_apply,
      Matrix.add_apply, smul_eq_mul]
    ring
  · -- the one-qubit factor is unitary
    ext i j
    fin_cases i <;> fin_cases j <;> apply Complex.ext <;>
      simp [balanced, sigma, Matrix.mul_apply, Fin.sum_univ_two] <;> norm_num
  · -- the moduli of the four weights sum to 2
    have hw : ∑ a, ‖weight a‖ = 2 := by
      rw [Fin.sum_univ_four, w0, w1, w2, w3]
      norm_num
    simp only [norm_prod]
    rw [sum_prod fun _ a => ‖weight a‖]
    simp only [hw, Finset.prod_const, Finset.card_univ, Fintype.card_fin]

end

end PauliOneNorm
```

```lean
#print axioms PauliOneNorm.pauli_expansion
-- 'PauliOneNorm.pauli_expansion' depends on axioms: [propext, Classical.choice, Quot.sound]
#print axioms PauliOneNorm.norm_le_oneNorm_le
-- 'PauliOneNorm.norm_le_oneNorm_le' depends on axioms: [propext, Classical.choice, Quot.sound]
#print axioms PauliOneNorm.balanced_attains
-- 'PauliOneNorm.balanced_attains' depends on axioms: [propext, Classical.choice, Quot.sound]
```

## From one site to $n$ sites in Lean

The lemma `sum_prod` is the factorisation rule. Its companion `prod_delta` multiplies Kronecker deltas over the sites: if two strings differ, they differ at some site, and that factor makes the product zero. `tensor_adjoint_mul` compares entries with `ext` and then applies `sum_prod`. From it, `norm_tensor` derives that a tensor product of unitaries is unitary, and Mathlib supplies the norm 1.

In `pauli_orthogonal` and `pauli_expansion`, the one-qubit relation is called `one_site`. It is checked by `fin_cases`, which runs through all letters or all matrix indices, and is then carried to strings by the two product lemmas. In the expansion, `key` is the completeness relation for strings. The `calc` block exchanges the sums so that `key` can be applied, and the deltas then select the entry `A x y`. The main estimate doesn't use this expansion; the expansion shows that suitable coefficients exist for every matrix.

## The norm estimates in Lean

`parseval` computes the trace of $A^\dagger A$ twice, as `h1` from the entries and as `h2` from orthogonality. The trace is complex, and `exact_mod_cast` brings the equality back to real numbers.

The first half of `norm_le_oneNorm_le` checks in `hu` that the four letters are unitary and applies the triangle inequality `norm_sum_le`. In the second half, `col` bounds a column by letting `A` act on a basis vector. Then `hF` sums the columns and inserts Parseval's identity, `hc` removes the factor $2^n$, and `hcs` is Cauchy–Schwarz. The last `calc` block joins these bounds, and `sq_le_sq₀` removes the squares.

`balanced_attains` proves three statements. The expansion follows from `sum_prod`: in each matrix entry, the sum over strings becomes a product of one-qubit sums, each equal to an entry of `balanced`. The norm follows from `norm_tensor` after an entrywise check that `balanced` is unitary. For the one-norm, `hw` records that the moduli of the weights sum to 2, and `sum_prod` turns this into $2^n$.
